# Complete sets of positive-energy excitons correspond to orthonormal modes of an eigenproblem of half the size, for real A and B when A − B has an invertible symmetric square root

Take one electron-hole transition, with resonant element $a=5$ and coupling element $b=3$. The excitation amplitude $x$, the de-excitation amplitude $y$ and the energy $\omega$ satisfy

$$5x+3y=\omega x,\qquad 3x+5y=-\omega y,\qquad x^2-y^2=1.$$

Adding and subtracting the first two equations gives $8(x+y)=\omega(x-y)$ and $2(x-y)=\omega(x+y)$, so $\omega^2=16$. With $\omega=4$ and $s=\sqrt2$, the root of $a-b$, one solution is

$$x+y=\frac{s}{\sqrt\omega}=\frac{\sqrt2}{2},\qquad x-y=\frac{\sqrt\omega}{s}=\sqrt2 .$$

The product of the two is $x^2-y^2=1$. Hence $x=3\sqrt2/4$ and $y=-\sqrt2/4$. The sum and the difference are rescaled by reciprocal factors, which fixes the indefinite normalization.

For many transitions, $a$ and $b$ become real matrices $A$ and $B$, and $s$ becomes a matrix $S$ with $S^2=A-B$. The index type `n` labels the transitions and is finite.

In Lean 4 with Mathlib:

```lean
import Mathlib

open Matrix

namespace BetheSalpeterReduction

noncomputable section

variable {n : Type*} [Fintype n] [DecidableEq n]
```

## Energies and their roots

The excitation energies $w_i$ form $\Omega=\mathrm{diag}(w_i)$, written `diagonal w`. Its square root $\Omega^{1/2}$ has entries $\sqrt{w_i}$.

```lean
/-- The diagonal matrix of square roots of the excitation energies. -/
def rootFreq (w : n → ℝ) : Matrix n n ℝ := diagonal fun i => √(w i)
```

The inverse root $\Omega^{-1/2}$ has entries $1/\sqrt{w_i}$. All the results that use these roots assume $w_i>0$.

```lean
/-- The diagonal matrix of inverse square roots of the excitation energies. -/
def invRootFreq (w : n → ℝ) : Matrix n n ℝ := diagonal fun i => (√(w i))⁻¹
```

## The reduced and the full equations

The reduced problem asks for a matrix $Z$ with

$$S(A+B)S\,Z=Z\,\Omega^2,\qquad Z^TZ=1 .$$

The columns of $Z$ are the modes, and the eigenvalues of $S(A+B)S$ are the squared energies.

```lean
/-- The reduced symmetric eigenproblem of half the dimension, with orthonormal modes `Z` and
squared excitation energies as eigenvalues. -/
structure ReducedModes (A B S Z : Matrix n n ℝ) (w : n → ℝ) : Prop where
  eigen : S * (A + B) * S * Z = Z * diagonal w ^ 2
  orth : Zᵀ * Z = 1
```

The full problem has twice the dimension, because each solution is a column of $X$ stacked on a column of $Y$:

$$AX+BY=X\Omega,\quad BX+AY=-Y\Omega,\quad X^TX-Y^TY=1,\quad X^TY=(X^TY)^T .$$

In the Bethe-Salpeter setting, $A$ holds the transition energies and the electron-hole interaction among excitations, and $B$ couples excitations to de-excitations. Both are real and independent of energy here, which corresponds to real orbitals and a static kernel. Since $X$ and $Y$ are square, `FullModes` describes a complete set of positively normalized solutions, not a few of the lowest ones. It does not itself require $w_i>0$; the theorems that use positive energies assume them separately.

Symmetry of $A$ and $B$ is not a hypothesis. When $S$ is symmetric and invertible, as assumed in the reduction below, it follows once a complete set of reduced modes exists: $S(A+B)S=Z\Omega^2Z^T$ makes $A+B$ symmetric, and $A-B=S^2$ is symmetric already.

```lean
/-- The full problem for excitation amplitudes `X` and de-excitation amplitudes `Y`, with
resonant block `A`, coupling block `B` and the indefinite normalization. -/
structure FullModes (A B X Y : Matrix n n ℝ) (w : n → ℝ) : Prop where
  resonant : A * X + B * Y = X * diagonal w
  antiresonant : B * X + A * Y = -(Y * diagonal w)
  norm : Xᵀ * X - Yᵀ * Y = 1
  symm : (Xᵀ * Y).IsSymm
```

## Sums and differences

Recovering the full equations from their sums and differences produces each wanted identity twice over. The following lemma removes the factor 2 by comparing entries.

```lean
omit [Fintype n] [DecidableEq n] in
/-- Two matrices with equal doubles are equal. -/
theorem eq_of_double {U V : Matrix n n ℝ} (h : U + U = V + V) : U = V := by
  ext i j
  have e := congrFun (congrFun h i) j
  simp only [Matrix.add_apply] at e
  linarith
```

For positive energies, $\Omega^{1/2}\Omega^{1/2}=\Omega$ and $\Omega^{1/2}\Omega^{-1/2}=1$. Both are products of diagonal matrices and reduce to statements about each $w_i$.

```lean
/-- For positive energies, the square root of the frequency matrix squares to it, and is inverted by
the inverse root. -/
theorem rootFreq_relations {w : n → ℝ} (hw : ∀ i, 0 < w i) :
    rootFreq w * rootFreq w = diagonal w ∧ rootFreq w * invRootFreq w = 1 := by
  constructor
  · rw [rootFreq, diagonal_mul_diagonal]
    exact congrArg diagonal (funext fun i => Real.mul_self_sqrt (hw i).le)
  · rw [rootFreq, invRootFreq, diagonal_mul_diagonal, ← diagonal_one]
    exact congrArg diagonal (funext fun i => mul_inv_cancel₀ (Real.sqrt_pos.2 (hw i)).ne')
```

Write $P=X+Y$ and $M=X-Y$. The sum and the difference of the two full equations are

$$(A+B)P=M\Omega,\qquad (A-B)M=P\Omega .$$

For the normalization, expand

$$P^TM=X^TX-X^TY+Y^TX-Y^TY .$$

Symmetry of $X^TY$ cancels the middle terms, leaving $P^TM=1$. Conversely, $P^TM=1$ has the transpose $M^TP=1$. Half the sum of these two relations is the indefinite normalization, and half their difference is the symmetry of $X^TY$. In the proof, `linear_combination` forms these sums, with `noncomm_ring` respecting the order of the factors.

```lean
/-- In terms of `X + Y` and `X - Y` the full problem becomes two coupled equations with `A + B`
and `A - B`, and the normalization becomes a biorthogonality relation. -/
theorem full_iff_sum_diff {A B X Y : Matrix n n ℝ} {w : n → ℝ} :
    FullModes A B X Y w ↔ (A + B) * (X + Y) = (X - Y) * diagonal w ∧
      (A - B) * (X - Y) = (X + Y) * diagonal w ∧ (X + Y)ᵀ * (X - Y) = 1 := by
  constructor
  · rintro ⟨h1, h2, h3, h4⟩
    have h5 : (Xᵀ * Y)ᵀ = Xᵀ * Y := h4
    rw [transpose_mul, transpose_transpose] at h5
    refine ⟨?_, ?_, ?_⟩
    · linear_combination (norm := noncomm_ring) h1 + h2
    · linear_combination (norm := noncomm_ring) h1 - h2
    · rw [transpose_add]
      linear_combination (norm := noncomm_ring) h3 + h5
  · rintro ⟨k1, k2, k3⟩
    have k4 := congrArg transpose k3
    rw [transpose_mul, transpose_transpose, transpose_one, transpose_sub] at k4
    rw [transpose_add] at k3
    refine ⟨eq_of_double ?_, eq_of_double ?_, eq_of_double ?_, ?_⟩
    · linear_combination (norm := noncomm_ring) k1 + k2
    · linear_combination (norm := noncomm_ring) k1 - k2
    · linear_combination (norm := noncomm_ring) k3 + k4
    · change (Xᵀ * Y)ᵀ = Xᵀ * Y
      rw [transpose_mul, transpose_transpose]
      apply eq_of_double
      linear_combination (norm := noncomm_ring) k3 - k4
```

## From reduced modes to amplitudes

Let $S$ be symmetric and invertible, and set

$$P=SZ\Omega^{-1/2},\qquad M=S^{-1}Z\Omega^{1/2}.$$

These determine $X=(P+M)/2$ and $Y=(P-M)/2$. The first equation follows from the reduced eigenproblem:

$$(A+B)P=S^{-1}\big[S(A+B)SZ\big]\Omega^{-1/2}=S^{-1}Z\Omega^2\Omega^{-1/2}=M\Omega .$$

The second uses $S^2=A-B$:

$$(A-B)M=S^2S^{-1}Z\Omega^{1/2}=SZ\Omega^{1/2}=P\Omega .$$

The third uses $S^T=S$ and $Z^TZ=1$:

$$P^TM=\Omega^{-1/2}Z^TSS^{-1}Z\Omega^{1/2}=1 .$$

The three `calc` blocks follow these lines. The hypothesis `IsUnit S.det` is the invertibility of $S$. Together with its symmetry, it makes $A-B=S^2$ positive definite, a stability condition on the reference state.

```lean
/-- For symmetric invertible `S` with `S * S = A - B` and positive energies, orthonormal modes of
the reduced problem, rescaled by `S` and the roots of the excitation energies, give normalized
solutions of the full problem. -/
theorem full_of_reduced {A B S Z X Y : Matrix n n ℝ} {w : n → ℝ} (hS : S.IsSymm)
    (hdet : IsUnit S.det) (hsq : S * S = A - B) (hw : ∀ i, 0 < w i)
    (hZ : ReducedModes A B S Z w) (hP : X + Y = S * Z * invRootFreq w)
    (hM : X - Y = S⁻¹ * Z * rootFreq w) : FullModes A B X Y w := by
  obtain ⟨hRR, hRQ⟩ := rootFreq_relations hw
  have hQR : invRootFreq w * rootFreq w = 1 := mul_eq_one_comm.mp hRQ
  have hl : S⁻¹ * S = 1 := nonsing_inv_mul S hdet
  have hr : S * S⁻¹ = 1 := mul_nonsing_inv S hdet
  have hQt : (invRootFreq w)ᵀ = invRootFreq w := diagonal_transpose _
  rw [full_iff_sum_diff, hP, hM]
  refine ⟨?_, ?_, ?_⟩
  · -- the reduced eigenvalue equation enters here
    calc (A + B) * (S * Z * invRootFreq w)
        = (S⁻¹ * S) * (A + B) * (S * Z * invRootFreq w) := by rw [hl, one_mul]
      _ = S⁻¹ * (S * (A + B) * S * Z) * invRootFreq w := by simp only [Matrix.mul_assoc]
      _ = S⁻¹ * Z * rootFreq w * diagonal w * (rootFreq w * invRootFreq w) := by
          rw [hZ.eigen, pow_two, ← hRR]; simp only [Matrix.mul_assoc]
      _ = S⁻¹ * Z * rootFreq w * diagonal w := by rw [hRQ, mul_one]
  · calc (A - B) * (S⁻¹ * Z * rootFreq w)
        = S * (S * S⁻¹) * Z * rootFreq w := by rw [← hsq]; simp only [Matrix.mul_assoc]
      _ = S * Z * (invRootFreq w * rootFreq w) * rootFreq w := by
          rw [hr, hQR, mul_one, mul_one]
      _ = S * Z * invRootFreq w * diagonal w := by rw [← hRR]; simp only [Matrix.mul_assoc]
  · -- orthonormality of `Z` becomes the indefinite normalization
    calc (S * Z * invRootFreq w)ᵀ * (S⁻¹ * Z * rootFreq w)
        = invRootFreq w * (Zᵀ * ((S * S⁻¹) * Z)) * rootFreq w := by
          rw [transpose_mul, transpose_mul, hQt, hS.eq]; simp only [Matrix.mul_assoc]
      _ = 1 := by rw [hr, one_mul, hZ.orth, mul_one, hQR]
```

Symmetry of $S$ matters. Take $A=-1$ and $B=0$ as $2\times2$ matrices, with

$$S=\begin{pmatrix}0&-1\\1&0\end{pmatrix},\qquad Z=1,\qquad \Omega=1 .$$

Then $S$ is invertible, $S^2=-1=A-B$, and $S(A+B)S=-S^2=1$, so every other hypothesis is met. But $P=S$ and $M=S^{-1}=-S$ give $X=0$ and $Y=S$. The two linear equations hold, while $X^TX-Y^TY=-1$. This is an algebraic counter-example only: $A-B$ is negative definite, so it does not describe excitations of a stable reference state.

## Every normalized solution arises this way

Start from a full solution and define $Z=S^{-1}P\,\Omega^{1/2}$. The formula $P=SZ\Omega^{-1/2}$ is immediate. Multiplying $S^2M=P\Omega$ by $S^{-1}$ gives

$$SM=S^{-1}P\,\Omega,$$

which is `hSM` in the proof. A second factor $S^{-1}$ gives $M=S^{-1}Z\Omega^{1/2}$, which is `hM`. The eigenvalue equation is then

$$S(A+B)SZ=S(A+B)P\,\Omega^{1/2}=SM\,\Omega\,\Omega^{1/2}=S^{-1}P\,\Omega^2\,\Omega^{1/2}=Z\Omega^2,$$

and orthonormality follows from

$$Z^TZ=\Omega^{1/2}P^TS^{-1}Z=\Omega^{1/2}P^T\big(S^{-1}Z\Omega^{1/2}\big)\Omega^{-1/2}=\Omega^{1/2}P^TM\,\Omega^{-1/2}=1 .$$

For given $A$, $B$, $S$ and positive $w$, the theorem therefore reads: $(X,Y)$ is a normalized full solution if and only if some reduced $Z$ produces it by the two rescaling formulas. For finite real symmetric $A$ and $B$ with a static kernel, and with $A-B$ and $A+B$ both positive definite, an electronic-structure code can thus obtain the full excitonic amplitudes from a symmetric eigenproblem of half the dimension.

```lean
/-- For symmetric invertible `S` with `S * S = A - B`, the normalized solutions of the full problem
with positive energies `w` are exactly those built from orthonormal modes of the reduced symmetric
problem. -/
theorem full_iff_reduced {A B S X Y : Matrix n n ℝ} {w : n → ℝ} (hS : S.IsSymm)
    (hdet : IsUnit S.det) (hsq : S * S = A - B) (hw : ∀ i, 0 < w i) :
    FullModes A B X Y w ↔ ∃ Z, ReducedModes A B S Z w ∧
      X + Y = S * Z * invRootFreq w ∧ X - Y = S⁻¹ * Z * rootFreq w := by
  refine ⟨fun h => ?_, fun ⟨Z, hZ, hP, hM⟩ => full_of_reduced hS hdet hsq hw hZ hP hM⟩
  obtain ⟨k1, k2, k3⟩ := full_iff_sum_diff.1 h
  obtain ⟨hRR, hRQ⟩ := rootFreq_relations hw
  have hl : S⁻¹ * S = 1 := nonsing_inv_mul S hdet
  have hr : S * S⁻¹ = 1 := mul_nonsing_inv S hdet
  have hRt : (rootFreq w)ᵀ = rootFreq w := diagonal_transpose _
  have hSt : (S⁻¹)ᵀ = S⁻¹ := by rw [transpose_nonsing_inv, hS.eq]
  have hSM : S * (X - Y) = S⁻¹ * (X + Y) * diagonal w := by
    calc S * (X - Y) = (S⁻¹ * S) * (S * (X - Y)) := by rw [hl, one_mul]
      _ = S⁻¹ * ((S * S) * (X - Y)) := by simp only [Matrix.mul_assoc]
      _ = S⁻¹ * (X + Y) * diagonal w := by rw [hsq, k2]; simp only [Matrix.mul_assoc]
  have hM : S⁻¹ * (S⁻¹ * (X + Y) * rootFreq w) * rootFreq w = X - Y := by
    calc S⁻¹ * (S⁻¹ * (X + Y) * rootFreq w) * rootFreq w
        = S⁻¹ * (S⁻¹ * (X + Y) * diagonal w) := by rw [← hRR]; simp only [Matrix.mul_assoc]
      _ = (S⁻¹ * S) * (X - Y) := by rw [← hSM]; simp only [Matrix.mul_assoc]
      _ = X - Y := by rw [hl, one_mul]
  -- undo the rescaling to recover the reduced modes
  refine ⟨S⁻¹ * (X + Y) * rootFreq w, ⟨?_, ?_⟩, ?_, hM.symm⟩
  · calc S * (A + B) * S * (S⁻¹ * (X + Y) * rootFreq w)
        = S * ((A + B) * ((S * S⁻¹) * (X + Y))) * rootFreq w := by
          simp only [Matrix.mul_assoc]
      _ = (S * (X - Y)) * diagonal w * rootFreq w := by
          rw [hr, one_mul, k1]; simp only [Matrix.mul_assoc]
      _ = S⁻¹ * (X + Y) * rootFreq w * diagonal w ^ 2 := by
          rw [hSM, pow_two, ← hRR]; simp only [Matrix.mul_assoc]
  · calc (S⁻¹ * (X + Y) * rootFreq w)ᵀ * (S⁻¹ * (X + Y) * rootFreq w)
        = rootFreq w * ((X + Y)ᵀ * (S⁻¹ * (S⁻¹ * (X + Y) * rootFreq w))) *
            (rootFreq w * invRootFreq w) := by
          rw [hRQ, mul_one, transpose_mul, transpose_mul, hRt, hSt]
          simp only [Matrix.mul_assoc]
      _ = rootFreq w * ((X + Y)ᵀ * (S⁻¹ * (S⁻¹ * (X + Y) * rootFreq w) * rootFreq w)) *
            invRootFreq w := by simp only [Matrix.mul_assoc]
      _ = 1 := by rw [hM, k3, mul_one, hRQ]
  · calc X + Y = (S * S⁻¹) * (X + Y) * (rootFreq w * invRootFreq w) := by
          rw [hr, hRQ, one_mul, mul_one]
      _ = S * (S⁻¹ * (X + Y) * rootFreq w) * invRootFreq w := by simp only [Matrix.mul_assoc]
```

## Completeness of the amplitudes

Since $P$ and $M$ are square, $P^TM=1$ implies $MP^T=1$, that is,

$$XX^T+XY^T-YX^T-YY^T=1 .$$

Adding the transpose and halving gives $XX^T-YY^T=1$. Subtracting it gives $XY^T=YX^T$, so $XY^T$ is symmetric. The exchange of the two factors is `mul_eq_one_comm`. It needs the complete set of modes, so a truncated list of excitons is not covered.

```lean
/-- The normalized amplitudes obey the completeness relations `X Xᵀ - Y Yᵀ = 1` and
`X Yᵀ` symmetric. -/
theorem completeness {A B X Y : Matrix n n ℝ} {w : n → ℝ} (h : FullModes A B X Y w) :
    X * Xᵀ - Y * Yᵀ = 1 ∧ (X * Yᵀ).IsSymm := by
  -- a left inverse of a square matrix is also a right inverse
  have e := mul_eq_one_comm.mp (full_iff_sum_diff.1 h).2.2
  have f := congrArg transpose e
  rw [transpose_mul, transpose_transpose, transpose_one, transpose_sub] at f
  rw [transpose_add] at e
  refine ⟨eq_of_double ?_, ?_⟩
  · linear_combination (norm := noncomm_ring) e + f
  · change (X * Yᵀ)ᵀ = X * Yᵀ
    rw [transpose_mul, transpose_transpose]
    apply eq_of_double
    linear_combination (norm := noncomm_ring) f - e
```

## The Tamm-Dancoff case

The Tamm-Dancoff approximation discards $B$. With $B=0$, the full equations separate into $AX=X\Omega$ and $AY=-Y\Omega$. If $A=S^2$ with $S$ symmetric, then

$$(SY)^T(SY)=Y^TAY=-Y^TY\,\Omega .$$

The $j$-th diagonal entry reads

$$\sum_k (SY)_{kj}^2=-w_j\sum_k Y_{kj}^2 .$$

The left side is nonnegative and $w_j>0$, so every $Y_{kj}$ vanishes. What remains is $AX=X\Omega$ with $X^TX=1$. The proof compares these diagonal entries and bounds each single square by its column sum. Invertibility of $S$ is not assumed. The theorem concerns $B=0$ exactly and gives no estimate of the error made by discarding a nonzero $B$.

```lean
/-- Without the coupling block, if the energies `w` are positive and `A` is the square of a
symmetric matrix, the de-excitation amplitudes vanish, and `X` holds orthonormal eigenvectors of the
Tamm-Dancoff matrix `A`. -/
theorem tammDancoff_limit {A S X Y : Matrix n n ℝ} {w : n → ℝ} (hS : S.IsSymm)
    (hsq : S * S = A) (hw : ∀ i, 0 < w i) (h : FullModes A 0 X Y w) :
    Y = 0 ∧ A * X = X * diagonal w ∧ Xᵀ * X = 1 := by
  have h1 := h.resonant
  have h2 := h.antiresonant
  have h3 := h.norm
  rw [zero_mul, add_zero] at h1
  rw [zero_mul, zero_add] at h2
  have key : (S * Y)ᵀ * (S * Y) = -(Yᵀ * Y * diagonal w) := by
    calc (S * Y)ᵀ * (S * Y) = Yᵀ * ((S * S) * Y) := by
          rw [transpose_mul, hS.eq]; simp only [Matrix.mul_assoc]
      _ = -(Yᵀ * Y * diagonal w) := by rw [hsq, h2, mul_neg, Matrix.mul_assoc]
  have hY : Y = 0 := by
    ext i j
    -- a sum of squares equals minus a positive energy times a sum of squares
    have e := congrFun (congrFun key j) j
    rw [Matrix.neg_apply, mul_diagonal, Matrix.mul_apply, Matrix.mul_apply] at e
    simp only [transpose_apply] at e
    have p : 0 ≤ ∑ k, (S * Y) k j * (S * Y) k j :=
      Finset.sum_nonneg fun k _ => mul_self_nonneg _
    have q : Y i j * Y i j ≤ ∑ k, Y k j * Y k j :=
      Finset.single_le_sum (f := fun k => Y k j * Y k j)
        (fun k _ => mul_self_nonneg _) (Finset.mem_univ i)
    have r : ∑ k, Y k j * Y k j ≤ 0 := by
      by_contra hc
      have := mul_pos (not_le.mp hc) (hw j)
      linarith
    exact mul_self_eq_zero.mp (le_antisymm (q.trans r) (mul_self_nonneg _))
  refine ⟨hY, h1, ?_⟩
  rwa [hY, mul_zero, sub_zero] at h3
```

## Two coupled transitions

A $2\times2$ example with nonzero coupling has

$$A=\begin{pmatrix}49/25&-9/25\\-9/25&113/50\end{pmatrix},\qquad B=\begin{pmatrix}24/25&-9/25\\-9/25&-87/50\end{pmatrix}.$$

Here $A-B=\mathrm{diag}(1,4)$, so one can take $S=\mathrm{diag}(1,2)$, and

$$S(A+B)S=\frac1{25}\begin{pmatrix}73&-36\\-36&52\end{pmatrix}.$$

Its orthonormal eigenvectors are $(3/5,4/5)$ and $(-4/5,3/5)$, with eigenvalues $1$ and $4$. The excitation energies are therefore $1$ and $2$. The last theorem checks the hypotheses of the reduction on $A$, $B$, $S$, $Z$ and $w$ for these matrices. The amplitudes $X$ and $Y$ are then defined by the rescaling formulas.

```lean
/-- An instance with two coupled transitions and excitation energies 1 and 2 meets the hypotheses on
`A`, `B`, `S`, `Z` and `w` of the reduction. -/
theorem reduction_witness :
    (!![1, 0; 0, 2] : Matrix (Fin 2) (Fin 2) ℝ).IsSymm ∧
    IsUnit (!![1, 0; 0, 2] : Matrix (Fin 2) (Fin 2) ℝ).det ∧
    (!![1, 0; 0, 2] * !![1, 0; 0, 2] : Matrix (Fin 2) (Fin 2) ℝ) =
      !![49/25, -9/25; -9/25, 113/50] - !![24/25, -9/25; -9/25, -87/50] ∧
    (∀ i, 0 < (![1, 2] : Fin 2 → ℝ) i) ∧
    ReducedModes !![49/25, -9/25; -9/25, 113/50] !![24/25, -9/25; -9/25, -87/50]
      !![1, 0; 0, 2] !![3/5, -4/5; 4/5, 3/5] ![1, 2] := by
  refine ⟨?_, ?_, ?_, ?_, ⟨?_, ?_⟩⟩
  · ext i j
    fin_cases i <;> fin_cases j <;> simp
  · rw [isUnit_iff_ne_zero, det_fin_two]
    simp
  · ext i j
    fin_cases i <;> fin_cases j <;> simp [Matrix.mul_apply, Fin.sum_univ_two] <;> norm_num
  · intro i
    fin_cases i <;> simp
  · rw [pow_two]
    ext i j
    fin_cases i <;> fin_cases j <;>
      simp [Matrix.mul_apply, Fin.sum_univ_two, diagonal_apply] <;> norm_num
  · ext i j
    fin_cases i <;> fin_cases j <;> simp [Matrix.mul_apply, Fin.sum_univ_two] <;> norm_num

end

end BetheSalpeterReduction
```

```lean
#print axioms BetheSalpeterReduction.full_iff_reduced
-- 'BetheSalpeterReduction.full_iff_reduced' depends on axioms: [propext, Classical.choice, Quot.sound]
#print axioms BetheSalpeterReduction.completeness
-- 'BetheSalpeterReduction.completeness' depends on axioms: [propext, Classical.choice, Quot.sound]
#print axioms BetheSalpeterReduction.tammDancoff_limit
-- 'BetheSalpeterReduction.tammDancoff_limit' depends on axioms: [propext, Classical.choice, Quot.sound]
```
